# On $[-1,1]$ the slope of the Legendre polynomial $P_n$ is at most $n(n+1)/2$ in absolute value

A charge $q$ sits on an axis at distance $r$ from the origin. In Gaussian units, its quadrupole potential at distance $R>r$ and polar angle $\theta$ is $\varphi=q r^2 P_2(\cos\theta)/R^3$, with $P_2(u)=(3u^2-1)/2$. The field component that turns a test charge around the origin is
$$-\frac1R\frac{\partial\varphi}{\partial\theta}=\frac{q r^2}{R^4}\,\sin\theta\,P_2'(\cos\theta),\qquad P_2'(u)=3u .$$
The slope splits as $3u = u\cdot P_1'(u) + 2P_1(u)$, where $P_1(u)=u$. For $|u|\le1$ the first part is at most 1 in absolute value and the second at most 2, so $|P_2'|\le 3$, with equality at $u=1$. Each higher order works in the same way: in the step from $P_n$ to $P_{n+1}$, the old slope is multiplied by $u$, and a value of size at most one is added with weight $n+1$. The weights collected on the way from $P_0$ to $P_n$ sum to $1+2+\dots+n=n(n+1)/2$.

## The recurrence and its two starting polynomials

The polynomials are defined by $P_0=1$, $P_1=X$ and the three-term recurrence. This fixes the usual normalisation $P_n(1)=1$, which gives the multipole terms their standard size. With $2X$ in place of $X$ as the second polynomial, the bound would already fail at $n=1$, where the slope would be 2 and the bound is 1.

In Lean, `legendreP n` is a polynomial with real coefficients, `eval u` inserts a number, and `derivative` is the derivative in $u$, not in $\theta$. The definition divides by $n+2$; the first theorem multiplies this factor back.

```lean
import Mathlib

open Polynomial

namespace MultipoleForceBound

noncomputable section

/-- The Legendre polynomials, generated by their three-term recurrence from `1` and `X`. -/
def legendreP : ℕ → ℝ[X]
  | 0 => 1
  | 1 => X
  | n + 2 => C ((n : ℝ) + 2)⁻¹ *
      (C (2 * (n : ℝ) + 3) * X * legendreP (n + 1) - C ((n : ℝ) + 1) * legendreP n)

/-- The three-term recurrence `(n+2) P_(n+2) = (2n+3) X P_(n+1) - (n+1) P_n`. -/
theorem legendreP_recurrence (n : ℕ) :
    C ((n : ℝ) + 2) * legendreP (n + 2) =
      C (2 * (n : ℝ) + 3) * X * legendreP (n + 1) - C ((n : ℝ) + 1) * legendreP n := by
  have h : (n : ℝ) + 2 ≠ 0 := by positivity
  rw [legendreP, ← mul_assoc, ← C_mul, mul_inv_cancel₀ h, C_1, one_mul]
```

The recurrence yields two relations between slopes and values:
$$P_{n+1}'=uP_n'+(n+1)P_n,\qquad uP_{n+1}'-P_n'=(n+1)P_{n+1}.$$
For $n=0$ they read $1=1$ and $u=u$. For the step, differentiate the recurrence:
$$(n+2)P_{n+2}'=(2n+3)P_{n+1}+(2n+3)uP_{n+1}'-(n+1)P_n'.$$
The second relation replaces $P_n'$ by $uP_{n+1}'-(n+1)P_{n+1}$. The right side becomes $(n+2)uP_{n+1}'+(n+2)^2P_{n+1}$, and division by $n+2$ gives the first relation at the next order. With it,
$$uP_{n+2}'-P_{n+1}'=u^2P_{n+1}'-P_{n+1}'+(n+2)uP_{n+1}.$$
Inserting $uP_{n+1}'=P_n'+(n+1)P_{n+1}$ in the first term and $P_{n+1}'=uP_n'+(n+1)P_n$ in the second leaves $(2n+3)uP_{n+1}-(n+1)P_n=(n+2)P_{n+2}$, which is the second relation.

In the proof, `r` is the recurrence evaluated at $u$, `s` is its derivative, and `a` and `b` are the two relations at order $n$. Each `linear_combination` names the multiples of these equations that were just used.

```lean
/-- Two ladder relations connect the slopes of neighbouring Legendre polynomials
to their values. -/
theorem derivative_ladder (n : ℕ) (u : ℝ) :
    (derivative (legendreP (n + 1))).eval u =
        u * (derivative (legendreP n)).eval u + ((n : ℝ) + 1) * (legendreP n).eval u ∧
      u * (derivative (legendreP (n + 1))).eval u - (derivative (legendreP n)).eval u =
        ((n : ℝ) + 1) * (legendreP (n + 1)).eval u := by
  induction n with
  | zero => simp [legendreP]
  | succ n ih =>
    obtain ⟨a, b⟩ := ih
    have h : (n : ℝ) + 2 ≠ 0 := by positivity
    -- the recurrence and its derivative, evaluated at `u`
    have r := congrArg (fun q => eval u q) (legendreP_recurrence n)
    have s := congrArg (fun q => eval u (derivative q)) (legendreP_recurrence n)
    simp only [eval_mul, eval_sub, eval_C, eval_X] at r
    simp only [derivative_mul, derivative_sub, derivative_C, derivative_X, eval_add,
      eval_mul, eval_sub, eval_C, eval_X, eval_zero, eval_one] at s
    have h1 : (derivative (legendreP (n + 2))).eval u =
        u * (derivative (legendreP (n + 1))).eval u
          + ((n : ℝ) + 2) * (legendreP (n + 1)).eval u := by
      apply mul_left_cancel₀ h
      linear_combination s + ((n : ℝ) + 1) * b
    rw [show n + 1 + 1 = n + 2 from rfl]
    push_cast
    constructor
    · linear_combination h1
    · linear_combination u * h1 - r + u * b - a
```

The values are controlled by
$$Q_n=P_n^2-2uP_nP_{n+1}+P_{n+1}^2,\qquad Q_0=1-2u^2+u^2=1-u^2 .$$
The recurrence can be rewritten as $(n+2)(P_{n+2}-uP_{n+1})=(n+1)(uP_{n+1}-P_n)$, so $(P_{n+2}-uP_{n+1})^2\le(uP_{n+1}-P_n)^2$. Adding $(1-u^2)P_{n+1}^2$ to both sides turns this into $Q_{n+1}\le Q_n$. Hence $Q_n\le 1-u^2$ for every real $u$. In Lean the rewritten recurrence is `k`, the inequality between squares is `hs` with the factor $(n+2)^2$ on both sides, and `hd` is the same inequality without the factor.

```lean
/-- A quadratic form in two successive Legendre polynomials never exceeds its initial
value `1 - u²`. -/
theorem quadratic_form_le (n : ℕ) (u : ℝ) :
    (legendreP n).eval u ^ 2 - 2 * u * (legendreP n).eval u * (legendreP (n + 1)).eval u
      + (legendreP (n + 1)).eval u ^ 2 ≤ 1 - u ^ 2 := by
  induction n with
  | zero =>
    simp only [legendreP, eval_one, eval_X]
    nlinarith
  | succ n ih =>
    rw [show n + 1 + 1 = n + 2 from rfl]
    have r := congrArg (fun q => eval u q) (legendreP_recurrence n)
    simp only [eval_mul, eval_sub, eval_C, eval_X] at r
    generalize (legendreP n).eval u = a at *
    generalize (legendreP (n + 1)).eval u = b at *
    generalize (legendreP (n + 2)).eval u = d at *
    have hn : (0 : ℝ) ≤ n := Nat.cast_nonneg n
    -- the recurrence is a reflection followed by a contraction
    have k : ((n : ℝ) + 2) * (d - u * b) = ((n : ℝ) + 1) * (u * b - a) := by
      linear_combination r
    have hs : ((n : ℝ) + 2) ^ 2 * (d - u * b) ^ 2 ≤ ((n : ℝ) + 2) ^ 2 * (u * b - a) ^ 2 := by
      rw [← mul_pow, k, mul_pow]
      exact mul_le_mul_of_nonneg_right (by nlinarith) (sq_nonneg _)
    have hd := le_of_mul_le_mul_left hs (by positivity)
    linarith
```

## $|u|\le1$: the argument is the cosine of a real angle

Physically $u=\cos\theta$, so the condition always holds in the application. By hand it is used twice: to bound the values, and to bound the factor $u$ in front of the old slope.

For the values, complete the square the other way:
$$Q_n=(P_{n+1}-uP_n)^2+(1-u^2)P_n^2\le 1-u^2 .$$
If $u^2<1$, drop the first square and divide by $1-u^2$ to get $P_n^2\le1$. If $u^2=1$, the inequality forces $P_{n+1}=uP_n$, so $P_n^2=1$ for all $n$ by induction. The Lean proof makes the same case split with `hlt` and `heq`.

```lean
/-- On `[-1,1]` the Legendre polynomials are bounded by one in absolute value. -/
theorem abs_legendreP_le_one (n : ℕ) {u : ℝ} (hu : |u| ≤ 1) :
    |(legendreP n).eval u| ≤ 1 := by
  have hu2 : u ^ 2 ≤ 1 := (sq_le_one_iff_abs_le_one u).mpr hu
  apply (sq_le_one_iff_abs_le_one _).mp
  rcases hu2.lt_or_eq with hlt | heq
  · -- inside the interval, complete the square
    have hq := quadratic_form_le n u
    have hs := sq_nonneg ((legendreP (n + 1)).eval u - u * (legendreP n).eval u)
    have hp : 0 < 1 - u ^ 2 := by linarith
    refine le_of_mul_le_mul_left ?_ hp
    linarith
  · -- at an endpoint, successive polynomials differ by the factor `u`
    have h1 : (legendreP n).eval u ^ 2 = 1 := by
      induction n with
      | zero => simp [legendreP]
      | succ n ih =>
        have hq := quadratic_form_le n u
        have hs : ((legendreP (n + 1)).eval u - u * (legendreP n).eval u) ^ 2 = 0 := by
          apply le_antisymm _ (sq_nonneg _)
          linear_combination hq + ((legendreP n).eval u ^ 2 - 1) * heq
        have he : (legendreP (n + 1)).eval u = u * (legendreP n).eval u :=
          sub_eq_zero.mp (pow_eq_zero_iff (two_ne_zero)|>.mp hs)
        rw [he, mul_pow, heq, ih, one_mul]
    exact h1.le
```

The first slope relation now gives
$$|P_{n+1}'|\le|u|\,|P_n'|+(n+1)|P_n|\le\frac{n(n+1)}2+(n+1)=\frac{(n+1)(n+2)}2 .$$
At $u=1$, suppose $P_n(1)=1$ and $P_n'(1)=n(n+1)/2$. The first relation gives $P_{n+1}'(1)=(n+1)(n+2)/2$. The second then gives $(n+1)P_{n+1}(1)=n+1$, so $P_{n+1}(1)=1$.

The theorem states both parts for every natural number $n$: the inequality for all $u$ with $|u|\le1$, and the equality at 1. In the inequality, `ht` is the triangle inequality, and `h1` and `h2` bound its two terms.

```lean
/-- The slope of the Legendre polynomial `P_n` is at most `n(n+1)/2` in absolute value
on `[-1,1]`, and it equals this bound at `u = 1`. -/
theorem legendreP_derivative_bound (n : ℕ) :
    (∀ u : ℝ, |u| ≤ 1 → |(derivative (legendreP n)).eval u| ≤ (n : ℝ) * (n + 1) / 2) ∧
      (derivative (legendreP n)).eval 1 = (n : ℝ) * (n + 1) / 2 := by
  constructor
  · intro u hu
    induction n with
    | zero => simp [legendreP]
    | succ n ih =>
      have hc : (0 : ℝ) ≤ (n : ℝ) + 1 := by positivity
      rw [(derivative_ladder n u).1]
      have ht := abs_add_le (u * (derivative (legendreP n)).eval u)
        (((n : ℝ) + 1) * (legendreP n).eval u)
      rw [abs_mul, abs_mul, abs_of_nonneg hc] at ht
      have h1 := mul_le_mul_of_nonneg_right hu (abs_nonneg ((derivative (legendreP n)).eval u))
      have h2 := mul_le_mul_of_nonneg_left (abs_legendreP_le_one n hu) hc
      push_cast
      linarith
  · -- at `u = 1` value and slope are found together
    have h : (legendreP n).eval 1 = 1 ∧
        (derivative (legendreP n)).eval 1 = (n : ℝ) * (n + 1) / 2 := by
      induction n with
      | zero => simp [legendreP]
      | succ n ih =>
        obtain ⟨a, b⟩ := derivative_ladder n 1
        have hc : (n : ℝ) + 1 ≠ 0 := by positivity
        rw [ih.1, ih.2] at a
        rw [a, ih.2] at b
        constructor
        · apply mul_left_cancel₀ hc
          linear_combination -b
        · rw [a]
          push_cast
          ring
    exact h.2
```

For $n=2$ the condition is exactly right: $|3u|\le3$ fails at every $u$ with $|u|>1$, for instance at $u=2$, where the slope is 6.

## $n\ge2$ and $|u|<1$: off the axis, from the quadrupole on

The strict version excludes the two directions along the axis and the two lowest orders. By hand, the earlier estimate becomes strict because $|u|<1$ multiplies the bound on the previous slope, and that bound is positive once $n\ge2$.

In Lean, $n$ is written as $m+2$. The fact `hB` records that the previous bound $(m+1)(m+2)/2$ is positive, and `h2` is the strict step.

```lean
/-- For `n ≥ 2` the slope of `P_n` stays strictly below `n(n+1)/2` in absolute value
at every interior point of `[-1,1]`. -/
theorem legendreP_derivative_lt {n : ℕ} (hn : 2 ≤ n) {u : ℝ} (hu : |u| < 1) :
    |(derivative (legendreP n)).eval u| < (n : ℝ) * (n + 1) / 2 := by
  obtain ⟨m, rfl⟩ := Nat.exists_eq_add_of_le' hn
  have h := (derivative_ladder (m + 1) u).1
  rw [show m + 1 + 1 = m + 2 from rfl] at h
  have hb := (legendreP_derivative_bound (m + 1)).1 u hu.le
  push_cast at h hb
  have hc : (0 : ℝ) ≤ (m : ℝ) + 1 + 1 := by positivity
  have hB : (0 : ℝ) < ((m : ℝ) + 1) * ((m : ℝ) + 1 + 1) / 2 := by positivity
  have ht := abs_add_le (u * (derivative (legendreP (m + 1))).eval u)
    (((m : ℝ) + 1 + 1) * (legendreP (m + 1)).eval u)
  rw [← h, abs_mul, abs_mul, abs_of_nonneg hc] at ht
  -- the factor `|u| < 1` makes the estimate strict
  have h1 := mul_le_mul_of_nonneg_left hb (abs_nonneg u)
  have h2 := mul_lt_mul_of_pos_right hu hB
  have h3 := mul_le_mul_of_nonneg_left (abs_legendreP_le_one (m + 1) hu.le) hc
  push_cast
  linarith
```

Without $n\ge2$ the claim fails at $n=1$, where the slope is 1 everywhere and so is the bound. With $u=1$ allowed, it fails by the equality above.

## $R\ne0$, $R>0$ and $r\ge0$: distances from the origin

Here `r` is the distance of the source and `R` that of the field point; many textbooks use $r$ for the latter. Units are Gaussian. The potential of order $n$ is defined as $q r^nP_n(\cos\theta)/R^{n+1}$, and the tangential field uses Lean's derivative `deriv` in $\theta$ at fixed $R$.

```lean
/-- The `n`-th multipole term, at distance `R ≠ 0` and polar angle `θ`, of the potential
of a charge `q` on the axis at distance `r` from the origin (Gaussian units). -/
def multipolePotential (q r R : ℝ) (n : ℕ) (θ : ℝ) : ℝ :=
  q * r ^ n / R ^ (n + 1) * (legendreP n).eval (Real.cos θ)

/-- The tangential field `-(1/R) ∂φ/∂θ` of the `n`-th multipole term, for `R ≠ 0`. -/
def tangentialField (q r R : ℝ) (n : ℕ) (θ : ℝ) : ℝ :=
  -(1 / R) * deriv (multipolePotential q r R n) θ
```

By the chain rule, $\partial\varphi/\partial\theta=-q r^n\sin\theta\,P_n'(\cos\theta)/R^{n+1}$. Multiplication by $-1/R$ gives the field, and the theorem states it after multiplication by $R^{n+2}$. The condition $R\ne0$ keeps the field point away from the origin and lets `field_simp` cancel the powers of $R$. At $R=0$ the formula fails: for $n=1$, $q=r=1$ and $\theta=\pi/2$, the left side is 0 and the right side is 1.

```lean
/-- For `R ≠ 0`, the tangential multipole field times `R^(n+2)` is
`q r^n sin θ P_n'(cos θ)`. -/
theorem tangentialField_formula (q r : ℝ) {R : ℝ} (hR : R ≠ 0) (n : ℕ) (θ : ℝ) :
    R ^ (n + 2) * tangentialField q r R n θ =
      q * r ^ n * Real.sin θ * (derivative (legendreP n)).eval (Real.cos θ) := by
  have h : HasDerivAt (multipolePotential q r R n)
      (q * r ^ n / R ^ (n + 1) *
        ((derivative (legendreP n)).eval (Real.cos θ) * -Real.sin θ)) θ :=
    (((legendreP n).hasDerivAt (Real.cos θ)).comp θ (Real.hasDerivAt_cos θ)).const_mul _
  rw [tangentialField, h.deriv]
  field_simp
  ring
```

Inserting the slope bound at $u=\cos\theta$ gives
$$\left|\frac1R\frac{\partial\varphi}{\partial\theta}\right|\le\frac{|q|\,r^n\,|\sin\theta|}{R^{n+2}}\,\frac{n(n+1)}2 .$$
The signs of $r$ and $R$ matter because $r^n$ and $R^{n+2}$ stand here without absolute values. For $n=1$, $q=R=1$, $\theta=\pi/2$ and $r=-1$, the left side is 1 and the right side is $-1$; exchanging the values of $r$ and $R$ gives the same failure. The proof uses $R>0$ to multiply the inequality by $R^{n+2}$, and $r\ge0$ to replace $|r^n|$ by $r^n$.

```lean
/-- For `r ≥ 0` and `R > 0`, the tangential field of the `n`-th multipole term is at most
`|q| r^n |sin θ| n(n+1) / (2 R^(n+2))` in absolute value. -/
theorem tangentialField_bound (q : ℝ) {r R : ℝ} (hr : 0 ≤ r) (hR : 0 < R) (n : ℕ) (θ : ℝ) :
    |tangentialField q r R n θ| ≤
      |q| * r ^ n * |Real.sin θ| * ((n : ℝ) * (n + 1) / 2) / R ^ (n + 2) := by
  have hb := (legendreP_derivative_bound n).1 (Real.cos θ) (Real.abs_cos_le_one θ)
  have hp : 0 < R ^ (n + 2) := pow_pos hR _
  rw [le_div_iff₀ hp, mul_comm, ← abs_of_pos hp, ← abs_mul,
    tangentialField_formula q r hR.ne' n θ, abs_mul, abs_mul, abs_mul,
    abs_of_nonneg (pow_nonneg hr n)]
  exact mul_le_mul_of_nonneg_left hb (by positivity)

end

end MultipoleForceBound
```

```lean
#print axioms MultipoleForceBound.legendreP_derivative_bound
#print axioms MultipoleForceBound.legendreP_derivative_lt
#print axioms MultipoleForceBound.tangentialField_bound
```

```
'MultipoleForceBound.legendreP_derivative_bound' depends on axioms: [propext, Classical.choice, Quot.sound]
'MultipoleForceBound.legendreP_derivative_lt' depends on axioms: [propext, Classical.choice, Quot.sound]
'MultipoleForceBound.tangentialField_bound' depends on axioms: [propext, Classical.choice, Quot.sound]
```

No hypothesis compares $r$ with $R$, since each term is treated alone. The step from these terms to the field of a real point charge is the multipole expansion itself, which converges for $r<R$ and is taken here from electrostatics.

## Cutting the expansion after the octupole

In a simulation that replaces a distant fixed point charge by its first few multipole terms, the bound limits the error that this one charge causes in the tangential force on a unit test charge. Take $r/R=0.1$ and keep the terms up to $n=3$. The first omitted term has $n=4$ and contributes at most $10\cdot10^{-4}=10^{-3}$ in units of $|q|/R^2$. In the potential, the same term is at most $10^{-4}$ in units of $|q|/R$. The factor of 10 between these two bounds is $n(n+1)/2$. The bound on the potential is reached on the axis, but the tangential one is not reached: the slope is 10 in absolute value only where $\sin\theta=0$, and the largest value of $|\sin\theta\,P_4'(\cos\theta)|$ is about 2.6.

For the whole remainder, one differentiates the expansion term by term and uses $\sum_{n\ge1}\tfrac{n(n+1)}2x^n=x/(1-x)^3$ for $0\le x<1$. At $x=0.1$ the sum is about $0.13717$; subtracting the kept orders, $0.1+0.03+0.006$, leaves a tangential error of at most about $1.2\cdot10^{-3}\,|q|/R^2$.
